# For an undamped classical spin in a fixed field, the implicit midpoint rule with time step h lowers the angular frequency w > 0 of the precession by at most h²w³/12

## Why does my spin make a quarter turn when it should turn by two radians?

I put a single spin m = (1, 0, 0) in a field along the unit vector b = (0, 0, 1). It should precess according to dm/dt = w b × m with w = 2. I take one implicit midpoint step of length h = 1, so the new spin p has to satisfy

p − m = h w b × (m + p)/2.

The vector p = (0, 1, 0) does: both sides are (−1, 1, 0). The length of the spin is preserved, which I like, but the spin has turned by π/2 ≈ 1.571, and the exact motion turns it by hw = 2. Could the equation have a second solution that my solver has missed? If not, how far off is the frequency when the step is small?

## The step angle is 2 arctan(hw/2), and no other solution exists

Your solver is right. Put x = hw/2. Your spin lies in the plane perpendicular to b, and if that plane is read as the complex numbers, b × acts as multiplication by i. The midpoint equation becomes

(1 − ix) p = (1 + ix) m.

The factors 1 + ix and 1 − ix have the same modulus and the phases arctan x and −arctan x. So p is m turned by 2 arctan x, which for x = 1 is your quarter turn.

For a spin in any direction, write the rotation about b by an angle θ with Rodrigues' formula:

R(θ)m = cos θ m + sin θ (b × m) + (1 − cos θ)(b·m) b.

Since b·b = 1, the double cross product is b × (b × m) = (b·m) b − m. With the abbreviations u = b × m and v = (b·m) b − m, this gives

b × R(θ)m = cos θ u + sin θ v.

Differentiating R(wt)m with respect to t gives w (cos(wt) u + sin(wt) v), which is w b × R(wt)m. The exact motion is therefore rotation by wt.

Now try p = R(θ)m in the midpoint equation. The two sides are

p − m = sin θ u + (1 − cos θ) v,

x b × (m + p) = x (1 + cos θ) u + x sin θ v.

They agree if sin θ = x (1 + cos θ) and 1 − cos θ = x sin θ. Take θ = 2a with a = arctan x, so that sin a = x cos a. Then

sin θ = 2 sin a cos a = 2x cos² a = x (1 + cos θ),

1 − cos θ = 2 sin² a = 2x sin a cos a = x sin θ.

So the rotated spin is a solution. If p and q both solve the equation for the same m, their difference d = p − q satisfies d = x b × d. Taking the dot product with d gives d·d = x d·(b × d) = 0, hence d = 0. There is no second solution to miss.

Over many steps the angles add. A rotation about b leaves b·m unchanged, so

R(α)R(β)m = cos α R(β)m + sin α (b × R(β)m) + (1 − cos α)(b·m) b.

Inserting the formulas above, the coefficient of m is cos α cos β − sin α sin β = cos(α + β), that of b × m is cos α sin β + sin α cos β = sin(α + β), and that of (b·m) b is 1 − cos(α + β). The result is R(α + β)m. After n steps the spin has turned by 2n arctan x in the time nh, which gives the numerical angular frequency

Ω = (2/h) arctan(hw/2).

For h, w > 0 the angle a = arctan x lies between 0 and π/2, where a < tan a = x. Hence Ω < w. For the size of the gap, consider two functions that vanish at y = 0:

f(y) = arctan y − y + y³/3, with f′(y) = y⁴/(1 + y²),

g(y) = y − y³/3 + y⁵/5 − arctan y, with g′(y) = y⁶/(1 + y²).

Neither derivative is ever negative, so for x ≥ 0

x − x³/3 ≤ arctan x ≤ x − x³/3 + x⁵/5.

Multiplying by 2/h and inserting x = hw/2 gives

h²w³/12 − h⁴w⁵/80 ≤ w − Ω ≤ h²w³/12.

Dividing by h²w³ and letting hw go to zero shows that the constant 1/12 is the best possible. In your run the gap is 2 − π/2 ≈ 0.43, between the bounds 0.27 and 0.67. For a single undamped spin in a constant field, this gives a rule for choosing the step in a spin-dynamics run: the relative frequency error is at most (hw)²/12, about a third of a percent at hw = 0.2.

The Lean file below states and proves these results. Spins and field directions are real 3-vectors of type `Fin 3 → ℝ`, with `⨯₃` for the cross product and `⬝ᵥ` for the dot product. The hypothesis `hb : b ⬝ᵥ b = 1` says that b is a pure direction; the strength of the field is contained in w. The spin m may have any length. The sign convention is dm/dt = w b × m, so a positive w means a right-handed turn about b.

`IsMidpointStep b w h m p` is the implicit equation itself, a relation between the old and the new spin, with no solution formula built in. `rotate b θ m` is Rodrigues' formula, and `rotate_precesses` ties it to the physics by showing that rotation by wt solves the precession equation. The theorem `midpoint_iff_rotate` says that, for a unit vector b and all real w and h, p solves the midpoint equation if and only if p is m rotated about b by `stepAngle w h`, which is 2 arctan(hw/2). `midpoint_trajectory` says that any sequence of spins linked by such steps has its n-th member equal to the initial one rotated by n times that angle.

`midpointFreq w h` is Ω. A rotation fixes its angle only up to full turns, and this definition uses the angle between −π and π. The theorem `midpointFreq_error` gives Ω < w and the upper bound on w − Ω, and `midpointFreq_error_sharp` gives the lower bound, both for h, w > 0.

The model is one classical spin vector in a field that is constant in time, without damping, noise or coupling to other spins. The new spin is the exact solution of the implicit equation, so the tolerance of an iterative solver and rounding would come on top.

```lean
import Mathlib

open Matrix

namespace MidpointPrecession

noncomputable section

/-- The vector `m` rotated about the unit vector `b` by the angle `θ` (Rodrigues' formula). -/
def rotate (b : Fin 3 → ℝ) (θ : ℝ) (m : Fin 3 → ℝ) : Fin 3 → ℝ :=
  Real.cos θ • m + Real.sin θ • (b ⨯₃ m) + ((1 - Real.cos θ) * (b ⬝ᵥ m)) • b

/-- One implicit midpoint step of length `h` for the precession equation `dm/dt = w b × m`
leads from the spin `m` to the spin `p`. -/
def IsMidpointStep (b : Fin 3 → ℝ) (w h : ℝ) (m p : Fin 3 → ℝ) : Prop :=
  p - m = (h * w) • (b ⨯₃ ((1 / 2 : ℝ) • (m + p)))

/-- The angle `2 arctan (h w / 2)`. -/
def stepAngle (w h : ℝ) : ℝ := 2 * Real.arctan (h * w / 2)

/-- The numerical precession frequency: step angle divided by the time step `h`, for `h ≠ 0`. -/
def midpointFreq (w h : ℝ) : ℝ := stepAngle w h / h

/-- For a unit vector `b`, the double cross product `b × (b × m)` is minus the part of `m`
perpendicular to `b`. -/
theorem double_cross {b : Fin 3 → ℝ} (hb : b ⬝ᵥ b = 1) (m : Fin 3 → ℝ) :
    b ⨯₃ (b ⨯₃ m) = (b ⬝ᵥ m) • b - m := by
  have h' := hb
  simp only [dotProduct, Fin.sum_univ_three] at h'
  ext i
  fin_cases i <;> simp [cross_apply, dotProduct, Fin.sum_univ_three]
  · linear_combination (-m 0) * h'
  · linear_combination (-m 1) * h'
  · linear_combination (-m 2) * h'

/-- The cross product of the unit vector `b` with a vector rotated about `b`. -/
theorem cross_rotate {b : Fin 3 → ℝ} (hb : b ⬝ᵥ b = 1) (θ : ℝ) (m : Fin 3 → ℝ) :
    b ⨯₃ rotate b θ m
      = Real.cos θ • (b ⨯₃ m) + Real.sin θ • ((b ⬝ᵥ m) • b - m) := by
  simp only [rotate, map_add, map_smul, double_cross hb, cross_self, smul_zero, add_zero]

/-- Exact precession: for a unit vector `b`, the spin rotated about `b` by the angle `w t`
solves `dm/dt = w b × m`. -/
theorem rotate_precesses {b : Fin 3 → ℝ} (hb : b ⬝ᵥ b = 1) (w t : ℝ) (m : Fin 3 → ℝ) :
    HasDerivAt (fun s => rotate b (w * s) m) (w • (b ⨯₃ rotate b (w * t) m)) t := by
  rw [cross_rotate hb]
  have hθ : HasDerivAt (fun s : ℝ => w * s) w t :=
    ((hasDerivAt_id' t).const_mul w).congr_deriv (mul_one w)
  have hc := hθ.cos
  have hs := hθ.sin
  refine (((hc.smul_const m).fun_add (hs.smul_const (b ⨯₃ m))).fun_add
    (((hc.const_sub 1).mul_const (b ⬝ᵥ m)).smul_const b)).congr_deriv ?_
  module

/-- Two successive rotations about the same unit vector add their angles. -/
theorem rotate_rotate {b : Fin 3 → ℝ} (hb : b ⬝ᵥ b = 1) (α β : ℝ) (m : Fin 3 → ℝ) :
    rotate b α (rotate b β m) = rotate b (α + β) m := by
  -- the component along the axis is unchanged by the first rotation
  have hdot : b ⬝ᵥ rotate b β m = b ⬝ᵥ m := by
    simp only [rotate, dotProduct_add, dotProduct_smul, dot_self_cross, hb, smul_eq_mul]
    ring
  change Real.cos α • rotate b β m + Real.sin α • (b ⨯₃ rotate b β m)
    + ((1 - Real.cos α) * (b ⬝ᵥ rotate b β m)) • b = _
  rw [cross_rotate hb, hdot]
  simp only [rotate, Real.cos_add, Real.sin_add]
  module

/-- The implicit midpoint equation has at most one solution. -/
theorem midpoint_unique {b m p q : Fin 3 → ℝ} {w h : ℝ}
    (hp : IsMidpointStep b w h m p) (hq : IsMidpointStep b w h m q) : p = q := by
  unfold IsMidpointStep at hp hq
  simp only [map_smul, map_add] at hp hq
  have hd : p - q = (h * w / 2) • (b ⨯₃ (p - q)) := by
    rw [map_sub]
    linear_combination (norm := module) hp - hq
  -- the difference is orthogonal to itself
  have h0 : (p - q) ⬝ᵥ (p - q) = 0 := by
    calc (p - q) ⬝ᵥ (p - q) = (p - q) ⬝ᵥ ((h * w / 2) • (b ⨯₃ (p - q))) :=
          congrArg (fun v => (p - q) ⬝ᵥ v) hd
      _ = 0 := by rw [dotProduct_smul, dot_cross_self, smul_zero]
  exact sub_eq_zero.mp (dotProduct_self_eq_zero.mp h0)

/-- For a unit vector `b`, the implicit midpoint equation has exactly one solution: the old spin
rotated about `b` by the angle `2 arctan (h w / 2)`. -/
theorem midpoint_iff_rotate {b : Fin 3 → ℝ} (hb : b ⬝ᵥ b = 1) (w h : ℝ) (m p : Fin 3 → ℝ) :
    IsMidpointStep b w h m p ↔ p = rotate b (stepAngle w h) m := by
  have ht := Real.tan_arctan (h * w / 2)
  rw [Real.tan_eq_sin_div_cos, div_eq_iff (Real.cos_arctan_pos _).ne'] at ht
  -- half-angle relations for the step angle
  have e1 : Real.sin (stepAngle w h) = h * w / 2 * (1 + Real.cos (stepAngle w h)) := by
    rw [stepAngle, Real.sin_two_mul, Real.cos_two_mul]
    linear_combination 2 * Real.cos (Real.arctan (h * w / 2)) * ht
  have e2 : 1 - Real.cos (stepAngle w h) = h * w / 2 * Real.sin (stepAngle w h) := by
    rw [stepAngle, Real.sin_two_mul, Real.cos_two_mul]
    linear_combination 2 * Real.sin (Real.arctan (h * w / 2)) * ht
      - 2 * Real.sin_sq_add_cos_sq (Real.arctan (h * w / 2))
  have hstep : IsMidpointStep b w h m (rotate b (stepAngle w h) m) := by
    unfold IsMidpointStep
    rw [map_smul, map_add, cross_rotate hb]
    simp only [rotate]
    linear_combination (norm := module) e1 • (b ⨯₃ m) + e2 • ((b ⬝ᵥ m) • b - m)
  constructor
  · intro hp
    exact midpoint_unique hp hstep
  · intro hp
    rw [hp]
    exact hstep

/-- After `n` implicit midpoint steps about a unit vector `b`, the initial spin has been rotated
about `b` by `n` times the step angle. -/
theorem midpoint_trajectory {b : Fin 3 → ℝ} (hb : b ⬝ᵥ b = 1) (w h : ℝ)
    (m : ℕ → Fin 3 → ℝ) (hm : ∀ n, IsMidpointStep b w h (m n) (m (n + 1))) (n : ℕ) :
    m n = rotate b (n * stepAngle w h) (m 0) := by
  induction n with
  | zero => simp [rotate]
  | succ n ih =>
    rw [(midpoint_iff_rotate hb w h _ _).mp (hm n), ih, rotate_rotate hb]
    congr 1
    push_cast
    ring

/-- For `x ≥ 0`, the arctangent lies between its Taylor polynomials of degree three and five. -/
theorem arctan_bounds {x : ℝ} (hx : 0 ≤ x) :
    x - x ^ 3 / 3 ≤ Real.arctan x ∧ Real.arctan x ≤ x - x ^ 3 / 3 + x ^ 5 / 5 := by
  have h3 : ∀ y : ℝ, HasDerivAt (fun z : ℝ => z ^ 3) (3 * y ^ 2) y := fun y => by
    simpa using hasDerivAt_pow 3 y
  have h5 : ∀ y : ℝ, HasDerivAt (fun z : ℝ => z ^ 5) (5 * y ^ 4) y := fun y => by
    simpa using hasDerivAt_pow 5 y
  have hne : ∀ y : ℝ, 1 + y ^ 2 ≠ 0 := fun y => by positivity
  -- both differences have a nonnegative derivative
  have d1 : ∀ y : ℝ, HasDerivAt (fun z : ℝ => Real.arctan z - z + z ^ 3 / 3)
      (y ^ 4 / (1 + y ^ 2)) y := fun y => by
    refine (((Real.hasDerivAt_arctan y).fun_sub (hasDerivAt_id' y)).fun_add
      ((h3 y).div_const 3)).congr_deriv ?_
    rw [eq_div_iff (hne y)]
    linear_combination div_mul_cancel₀ (1 : ℝ) (hne y)
  have d2 : ∀ y : ℝ, HasDerivAt (fun z : ℝ => z - z ^ 3 / 3 + z ^ 5 / 5 - Real.arctan z)
      (y ^ 6 / (1 + y ^ 2)) y := fun y => by
    refine ((((hasDerivAt_id' y).fun_sub ((h3 y).div_const 3)).fun_add
      ((h5 y).div_const 5)).fun_sub (Real.hasDerivAt_arctan y)).congr_deriv ?_
    rw [eq_div_iff (hne y)]
    linear_combination (-1 : ℝ) * div_mul_cancel₀ (1 : ℝ) (hne y)
  have m1 := monotone_of_deriv_nonneg (fun y => (d1 y).differentiableAt)
    (fun y => by rw [(d1 y).deriv]; positivity) hx
  have m2 := monotone_of_deriv_nonneg (fun y => (d2 y).differentiableAt)
    (fun y => by rw [(d2 y).deriv]; positivity) hx
  simp only [Real.arctan_zero] at m1 m2
  constructor <;> linarith

/-- For `h, w > 0`, the numerical precession frequency lies strictly below `w`, by at most
`h² w³ / 12`. -/
theorem midpointFreq_error {w h : ℝ} (hh : 0 < h) (hw : 0 < w) :
    midpointFreq w h < w ∧ w - midpointFreq w h ≤ h ^ 2 * w ^ 3 / 12 := by
  have hx : 0 < h * w / 2 := by positivity
  unfold midpointFreq stepAngle
  constructor
  · have hpos := Real.arctan_strictMono hx
    rw [Real.arctan_zero] at hpos
    have hlt := Real.lt_tan hpos (Real.arctan_lt_pi_div_two _)
    rw [Real.tan_arctan] at hlt
    rw [div_lt_iff₀ hh]
    linarith
  · have ha := (arctan_bounds hx.le).1
    have hl : w - h ^ 2 * w ^ 3 / 12 ≤ 2 * Real.arctan (h * w / 2) / h := by
      rw [le_div_iff₀ hh]
      linear_combination 2 * ha
    linarith

/-- For `h, w > 0`, the frequency error is at least `h² w³ / 12 - h⁴ w⁵ / 80`. -/
theorem midpointFreq_error_sharp {w h : ℝ} (hh : 0 < h) (hw : 0 < w) :
    h ^ 2 * w ^ 3 / 12 - h ^ 4 * w ^ 5 / 80 ≤ w - midpointFreq w h := by
  have hx : 0 < h * w / 2 := by positivity
  have ha := (arctan_bounds hx.le).2
  have hu : midpointFreq w h ≤ w - h ^ 2 * w ^ 3 / 12 + h ^ 4 * w ^ 5 / 80 := by
    unfold midpointFreq stepAngle
    rw [div_le_iff₀ hh]
    linear_combination 2 * ha
  linarith

end

end MidpointPrecession
```

```lean
#print axioms MidpointPrecession.rotate_precesses
#print axioms MidpointPrecession.midpoint_trajectory
#print axioms MidpointPrecession.midpointFreq_error
#print axioms MidpointPrecession.midpointFreq_error_sharp
```

```
'MidpointPrecession.rotate_precesses' depends on axioms: [propext, Classical.choice, Quot.sound]
'MidpointPrecession.midpoint_trajectory' depends on axioms: [propext, Classical.choice, Quot.sound]
'MidpointPrecession.midpointFreq_error' depends on axioms: [propext, Classical.choice, Quot.sound]
'MidpointPrecession.midpointFreq_error_sharp' depends on axioms: [propext, Classical.choice, Quot.sound]
```

The lemma `double_cross` checks b × (b × m) = (b·m) b − m component by component; in each component the two sides differ by a multiple of b·b − 1, which `linear_combination` removes with the unit-length hypothesis. `cross_rotate` then follows from the linearity of the cross product and b × b = 0. It is the formula cos θ u + sin θ v from above.

In `rotate_precesses` the derivative is assembled from those of cos(ws) and sin(ws), and `module` compares the coefficients of the vectors. `rotate_rotate` first proves, as `hdot`, that the component along b is unchanged. It then expands the outer rotation and applies the addition theorems for sine and cosine, and `module` again matches the coefficients.

The uniqueness argument is `midpoint_unique`. Subtracting the two midpoint equations gives `hd`, which is d = x b × d, and `h0` is d·d = 0. This lemma doesn't need b to be a unit vector, because d·(b × d) vanishes for every b.

In `midpoint_iff_rotate`, `ht` is the relation sin a = x cos a, and `e1` and `e2` are the two half-angle relations. The step `hstep` shows that the rotated spin solves the equation: it multiplies `e1` by u and `e2` by v and adds them, which is the comparison of coefficients made above. One direction of the equivalence is `hstep` itself, and the other combines it with `midpoint_unique`. `midpoint_trajectory` is an induction on n that uses this equivalence for the newest step and `rotate_rotate` to add its angle to the earlier ones.

In `arctan_bounds`, `d1` and `d2` are the derivatives of f and g. The lemma `monotone_of_deriv_nonneg` turns their signs into monotonicity, and comparing the values at 0 and x gives both inequalities. `midpointFreq_error` gets the strict inequality from `Real.lt_tan`, which is a < tan a, and the upper bound on the gap from the first half of `arctan_bounds`. `midpointFreq_error_sharp` uses the second half. In both theorems the division by h is cleared first, which is allowed because h is positive, and `linear_combination 2 * ha` inserts the arctangent bound at x = hw/2.
